# The spin sum $\sum_s u_s\bar u_s=\not p+m$ for free Dirac spinors with $u^\dagger u=2E$

A free electron of mass $m>0$ moves along the $z$ axis with momentum $k$ and spin up. In units with $\hbar=c=1$ its energy is $E=\sqrt{m^2+k^2}$. In the Dirac representation, where $\gamma^0=\mathrm{diag}(1,1,-1,-1)$, only two of its four spinor components can be nonzero, the first upper and the first lower one. Restricted to these two,

$$u=\sqrt{E+m}\begin{pmatrix}1\\ k/(E+m)\end{pmatrix},\qquad \bar u=u^\dagger\gamma^0=\sqrt{E+m}\begin{pmatrix}1& -k/(E+m)\end{pmatrix}.$$

Their outer product is

$$u\bar u=\begin{pmatrix}E+m&-k\\ k&-k^2/(E+m)\end{pmatrix}=\begin{pmatrix}E&-k\\ k&-E\end{pmatrix}+m\begin{pmatrix}1&0\\0&1\end{pmatrix},$$

because $k^2=E^2-m^2=(E-m)(E+m)$. The first matrix on the right is the part of $\not p=E\gamma^0-\mathbf p\cdot\boldsymbol\gamma$ that acts on these two components. Spin down fills the other two components in the same way, with $k$ replaced by $-k$.

## Arbitrary momentum and spin basis

Let $\mathbf p$ be any real momentum, $E=\sqrt{m^2+\mathbf p^2}$, and assume $m>0$ or $\mathbf p\neq0$. Then $E+m>0$: in the first case $E\ge0$ and $m>0$, in the second $E>|m|\ge-m$. Write $S=\sigma\cdot p$, where $\sigma$ stands for the Pauli matrices:

$$S=\begin{pmatrix}p_z&p_x-ip_y\\p_x+ip_y&-p_z\end{pmatrix}.$$

This matrix is Hermitian. In $S^2$ the off-diagonal entries cancel and both diagonal entries are $p_z^2+(p_x-ip_y)(p_x+ip_y)=\mathbf p^2$, so $S^2=(E^2-m^2)\,1$.

In the Dirac representation, and for a two-spinor $\chi$,

$$\not p=\begin{pmatrix}E&-S\\S&-E\end{pmatrix},\qquad u(\chi)=\sqrt{E+m}\begin{pmatrix}\chi\\ S\chi/(E+m)\end{pmatrix}.$$

Apart from the common factor $\sqrt{E+m}$, the upper part of $\not p\,u$ is $E\chi-S^2\chi/(E+m)=E\chi-(E-m)\chi=m\chi$. The lower part is $S\chi-ES\chi/(E+m)=mS\chi/(E+m)$. Hence $\not p\,u=mu$.

Since $(S\chi)^\dagger=\chi^\dagger S$, one spinor gives

$$u\bar u=\begin{pmatrix}(E+m)\chi\chi^\dagger&-\chi\chi^\dagger S\\ S\chi\chi^\dagger&-S\chi\chi^\dagger S/(E+m)\end{pmatrix}.$$

Now sum over two two-spinors with $\sum_s\chi_s\chi_s^\dagger=1$, which means the two spin states along some axis. Every $\chi\chi^\dagger$ becomes the identity, and the lower right block becomes $-S^2/(E+m)=-(E-m)$. Therefore

$$\sum_s u_s\bar u_s=\begin{pmatrix}E+m&-S\\S&-E+m\end{pmatrix}=\not p+m.$$

The standard basis $e_0=(1,0)$, $e_1=(0,1)$ satisfies the condition, since $e_0e_0^\dagger+e_1e_1^\dagger=1$.

For antiparticles, let $X$ exchange upper and lower components and put $v=Xu$. Since $X\gamma^0=-\gamma^0X$, we have $v\bar v=-X\,u\bar u\,X$, and the sum is $-X(\not p+m)X=\not p-m$.

Finally, $\bar u\Gamma u=\mathrm{tr}(\Gamma u\bar u)$ for any $4\times4$ matrix $\Gamma$, so $\sum_s\bar u_s\Gamma u_s=\mathrm{tr}\,(\Gamma(\not p+m))$. Traces of this kind enter unpolarised scattering rates when the external particles are free.

For unit $\chi$ these spinors have $u^\dagger u=2E$ and $\bar uu=2m$. Spinors scaled to $u^\dagger u=1$ sum to $(\not p+m)/2E$, and for $m>0$ those scaled to $\bar uu=1$ sum to $(\not p+m)/2m$. These rescaled forms are simple consequences that have no Lean theorem of their own below.

## A negative mass at zero momentum

The condition on $m$ and $\mathbf p$ excludes only $\mathbf p=0$ with $m\le0$. Take $m=-1$ and $\mathbf p=0$. Then $E=1$ and $E+m=0$, and with Lean's convention $0^{-1}=0$ both spinors vanish. The left side is zero, but $\not p+m=\gamma^0-1=\mathrm{diag}(0,0,-2,-2)$. This example shows that $m\ge0$ or $\mathbf p\ne0$ is needed. At $m=0$, $\mathbf p=0$ both sides are zero, but there is no massless particle at rest to describe.

## Matrices and spinors in Lean

```lean
import Mathlib

open Matrix

namespace DiracSpinSum

noncomputable section

/-- The three Pauli matrices. -/
def pauli : Fin 3 → Matrix (Fin 2) (Fin 2) ℂ :=
  ![!![0, 1; 1, 0], !![0, -Complex.I; Complex.I, 0], !![1, 0; 0, -1]]

/-- The matrix `σ·p` for a momentum `p`. -/
def sigmaDot (p : Fin 3 → ℝ) : Matrix (Fin 2) (Fin 2) ℂ := ∑ i, (p i : ℂ) • pauli i
```

The index type `Fin 3` counts from zero, so `p 0`, `p 1`, `p 2` are $p_x,p_y,p_z$; `p 0` is not the energy.

```lean
/-- The relativistic energy `E = √(m² + p²)`. -/
def energy (m : ℝ) (p : Fin 3 → ℝ) : ℝ := √(m ^ 2 + ∑ i, p i ^ 2)
```

The energy is defined by the square root, so the mass shell relation is proved and not assumed. The mass `m` is any real number until a theorem restricts it.

```lean
/-- The matrix `γ⁰` in the Dirac representation. -/
def gamma0 : Matrix (Fin 2 ⊕ Fin 2) (Fin 2 ⊕ Fin 2) ℂ := fromBlocks 1 0 0 (-1)

/-- The spatial matrices `γⁱ` in the Dirac representation. -/
def gamma (i : Fin 3) : Matrix (Fin 2 ⊕ Fin 2) (Fin 2 ⊕ Fin 2) ℂ :=
  fromBlocks 0 (pauli i) (-pauli i) 0
```

Four-spinors are functions on `Fin 2 ⊕ Fin 2`, with `inl` for upper and `inr` for lower components. The name `gamma0` denotes $\gamma^0$, whereas `gamma 0` is the textbook $\gamma^1$.

```lean
/-- The slashed momentum `E γ⁰ - p·γ` of a particle on the mass shell. -/
def pslash (m : ℝ) (p : Fin 3 → ℝ) : Matrix (Fin 2 ⊕ Fin 2) (Fin 2 ⊕ Fin 2) ℂ :=
  (energy m p : ℂ) • gamma0 - ∑ i, (p i : ℂ) • gamma i
```

These are the signs of $\gamma^\mu p_\mu$ in the metric signature $(+,-,-,-)$.

```lean
/-- The Dirac adjoint `ψ† γ⁰`. -/
def bar (ψ : Fin 2 ⊕ Fin 2 → ℂ) : Fin 2 ⊕ Fin 2 → ℂ := star ψ ᵥ* gamma0

/-- The particle spinor `u(χ) = √(E+m) (χ, σ·p χ/(E+m))`, for `E + m > 0`. -/
def spinorU (m : ℝ) (p : Fin 3 → ℝ) (χ : Fin 2 → ℂ) : Fin 2 ⊕ Fin 2 → ℂ :=
  ((√(energy m p + m) : ℝ) : ℂ) •
    Sum.elim χ (((energy m p : ℂ) + m)⁻¹ • (sigmaDot p *ᵥ χ))

/-- The antiparticle spinor `v(χ) = √(E+m) (σ·p χ/(E+m), χ)`, for `E + m > 0`. -/
def spinorV (m : ℝ) (p : Fin 3 → ℝ) (χ : Fin 2 → ℂ) : Fin 2 ⊕ Fin 2 → ℂ :=
  ((√(energy m p + m) : ℝ) : ℂ) •
    Sum.elim (((energy m p : ℂ) + m)⁻¹ • (sigmaDot p *ᵥ χ)) χ
```

In `spinorV` the argument `χ` is simply the lower two-spinor. Many texts insert the spin-flipped one there, which only relabels the sum up to phases that cancel.

All of this is algebra at one fixed momentum. The step to the wave equation, where a plane wave turns derivatives into $E$ and $\mathbf p$, is left to physics.

## Positivity, the mass shell and block forms

```lean
/-- If the mass is positive or the momentum is nonzero, then `E + m > 0`. -/
theorem energy_add_mass_pos {m : ℝ} {p : Fin 3 → ℝ} (h : 0 < m ∨ p ≠ 0) :
    0 < energy m p + m := by
  rcases h with hm | hp
  · exact add_pos_of_nonneg_of_pos (Real.sqrt_nonneg _) hm
  · obtain ⟨i, hi⟩ := Function.ne_iff.mp hp
    have hs : 0 < ∑ i, p i ^ 2 :=
      Finset.sum_pos' (fun j _ => sq_nonneg (p j)) ⟨i, Finset.mem_univ i, sq_pos_iff.mpr hi⟩
    have hE : -m < energy m p := Real.lt_sqrt_of_sq_lt (by rw [neg_sq]; linarith)
    linarith
```

The two cases are those of the derivation. For nonzero momentum, one nonzero component makes $\mathbf p^2$ positive, and $(-m)^2<m^2+\mathbf p^2$ gives $-m<E$.

```lean
/-- The mass shell relation in spin space: `(σ·p)² = E² - m²`. -/
theorem sigmaDot_sq (m : ℝ) (p : Fin 3 → ℝ) :
    sigmaDot p * sigmaDot p = ((energy m p : ℂ) ^ 2 - (m : ℂ) ^ 2) • 1 := by
  have hR : energy m p ^ 2 = m ^ 2 + (p 0 ^ 2 + p 1 ^ 2 + p 2 ^ 2) := by
    rw [energy, Real.sq_sqrt (by positivity), Fin.sum_univ_three]
  have hE : (energy m p : ℂ) ^ 2 = (m : ℂ) ^ 2 + ((p 0 : ℂ) ^ 2 + (p 1 : ℂ) ^ 2 + (p 2 : ℂ) ^ 2) := by
    exact_mod_cast hR
  rw [hE]
  ext i j
  fin_cases i <;> fin_cases j <;>
    simp [sigmaDot, pauli, Fin.sum_univ_three, Matrix.mul_apply, Fin.sum_univ_two] <;>
    ring_nf <;> simp only [Complex.I_sq] <;> ring
```

Here `hE` expresses $E^2$ through the momentum components, and `fin_cases` checks the four entries of $S^2$ separately.

```lean
lemma sigmaDot_conjTranspose (p : Fin 3 → ℝ) : (sigmaDot p)ᴴ = sigmaDot p := by
  ext i j
  fin_cases i <;> fin_cases j <;> simp [sigmaDot, pauli, Fin.sum_univ_three]

lemma pslash_eq_blocks (m : ℝ) (p : Fin 3 → ℝ) :
    pslash m p = fromBlocks ((energy m p : ℂ) • 1) (-sigmaDot p) (sigmaDot p)
      (-((energy m p : ℂ) • 1)) := by
  ext (i | i) (j | j) <;>
    simp [pslash, gamma, gamma0, sigmaDot, Fin.sum_univ_three]
  ring

lemma bar_inl (ψ : Fin 2 ⊕ Fin 2 → ℂ) (i : Fin 2) : bar ψ (.inl i) = star (ψ (.inl i)) := by
  simp [bar, gamma0, vecMul_fromBlocks]

lemma bar_inr (ψ : Fin 2 ⊕ Fin 2 → ℂ) (i : Fin 2) : bar ψ (.inr i) = -star (ψ (.inr i)) := by
  simp [bar, gamma0, vecMul_fromBlocks, vecMul_neg]
```

These lemmas supply the Hermiticity of $S$, the block form of $\not p$, and the components of $\bar\psi$, with the minus sign on the lower ones.

## The Dirac equation and one outer product

```lean
/-- The spinor `u(χ)` solves the Dirac equation `pslash u = m u`, if `m > 0` or `p ≠ 0`. -/
theorem dirac_equation {m : ℝ} {p : Fin 3 → ℝ} (h : 0 < m ∨ p ≠ 0) (χ : Fin 2 → ℂ) :
    pslash m p *ᵥ spinorU m p χ = (m : ℂ) • spinorU m p χ := by
  have hk : (energy m p : ℂ) + m ≠ 0 := by exact_mod_cast (energy_add_mass_pos h).ne'
  have hb := mul_inv_cancel₀ hk
  have hS : sigmaDot p *ᵥ (sigmaDot p *ᵥ χ) = ((energy m p : ℂ) ^ 2 - (m : ℂ) ^ 2) • χ := by
    rw [mulVec_mulVec, sigmaDot_sq m p, smul_mulVec, one_mulVec]
  rw [spinorU, mulVec_smul, pslash_eq_blocks, fromBlocks_mulVec, smul_comm (m : ℂ)]
  congr 1
  rw [Sum.elim_comp_inl, Sum.elim_comp_inr, neg_mulVec, neg_mulVec, smul_mulVec, smul_mulVec,
    one_mulVec, one_mulVec, mulVec_smul, hS]
  ext (i | i)
  · change (energy m p : ℂ) * χ i + -(((energy m p : ℂ) + m)⁻¹ *
      (((energy m p : ℂ) ^ 2 - (m : ℂ) ^ 2) * χ i)) = (m : ℂ) * χ i
    linear_combination -((energy m p : ℂ) - m) * χ i * hb
  · change (sigmaDot p *ᵥ χ) i + -((energy m p : ℂ) * (((energy m p : ℂ) + m)⁻¹ *
      (sigmaDot p *ᵥ χ) i)) = (m : ℂ) * (((energy m p : ℂ) + m)⁻¹ * (sigmaDot p *ᵥ χ) i)
    linear_combination -(sigmaDot p *ᵥ χ) i * hb
```

The theorem says that $\not p\,u(\chi)=mu(\chi)$ for every two-spinor, normalised or not. `hS` is $S^2\chi=(E^2-m^2)\chi$, and `hb` is $(E+m)(E+m)^{-1}=1$. The two `linear_combination` steps are the upper and lower lines of the calculation above.

```lean
/-- The outer product `u ū` of one spinor, in blocks built from `χχ†`,
if `m > 0` or `p ≠ 0`. -/
theorem spinor_outer {m : ℝ} {p : Fin 3 → ℝ} (h : 0 < m ∨ p ≠ 0) (χ : Fin 2 → ℂ) :
    vecMulVec (spinorU m p χ) (bar (spinorU m p χ)) =
      fromBlocks (((energy m p : ℂ) + m) • vecMulVec χ (star χ))
        (-(vecMulVec χ (star χ) * sigmaDot p)) (sigmaDot p * vecMulVec χ (star χ))
        (-(((energy m p : ℂ) + m)⁻¹ • (sigmaDot p * vecMulVec χ (star χ) * sigmaDot p))) := by
  have hpos := energy_add_mass_pos h
  have hk : (energy m p : ℂ) + m ≠ 0 := by exact_mod_cast hpos.ne'
  have hstar : star (sigmaDot p *ᵥ χ) = star χ ᵥ* sigmaDot p := by
    rw [star_mulVec, sigmaDot_conjTranspose]
  have hl : ∀ j, bar (spinorU m p χ) (.inl j) =
      ((√(energy m p + m) : ℝ) : ℂ) * star χ j := by
    intro j
    rw [bar_inl]
    simp [spinorU]
  have hr : ∀ j, bar (spinorU m p χ) (.inr j) = -(((√(energy m p + m) : ℝ) : ℂ) *
      (((energy m p : ℂ) + m)⁻¹ * (star χ ᵥ* sigmaDot p) j)) := by
    intro j
    rw [bar_inr, ← hstar]
    change -star (((√(energy m p + m) : ℝ) : ℂ) * (((energy m p : ℂ) + m)⁻¹ *
      (sigmaDot p *ᵥ χ) j)) = -(((√(energy m p + m) : ℝ) : ℂ) *
      (((energy m p : ℂ) + m)⁻¹ * star ((sigmaDot p *ᵥ χ) j)))
    generalize (sigmaDot p *ᵥ χ) j = w
    simp
  -- the normalisation factor squares to `E + m`
  have ha : ((√(energy m p + m) : ℝ) : ℂ) * ((√(energy m p + m) : ℝ) : ℂ) =
      (energy m p : ℂ) + m := by exact_mod_cast Real.mul_self_sqrt hpos.le
  have hb := mul_inv_cancel₀ hk
  rw [← ha] at hb
  rw [mul_vecMulVec, vecMulVec_mul, vecMulVec_mul]
  ext (i | i) (j | j) <;> rw [vecMulVec_apply]
  · rw [hl]
    change _ * χ i * _ = ((energy m p : ℂ) + m) * (χ i * star χ j)
    linear_combination χ i * star χ j * ha
  · rw [hr, ← ha]
    change _ * χ i * _ = -(χ i * (star χ ᵥ* sigmaDot p) j)
    linear_combination -(χ i * (star χ ᵥ* sigmaDot p) j) * hb
  · rw [hl]
    change _ * (((energy m p : ℂ) + m)⁻¹ * (sigmaDot p *ᵥ χ) i) * _ =
      (sigmaDot p *ᵥ χ) i * star χ j
    rw [← ha]
    linear_combination (sigmaDot p *ᵥ χ) i * star χ j * hb
  · rw [hr]
    change _ * (((energy m p : ℂ) + m)⁻¹ * (sigmaDot p *ᵥ χ) i) * _ =
      -(((energy m p : ℂ) + m)⁻¹ * ((sigmaDot p *ᵥ χ) i * (star χ ᵥ* sigmaDot p) j))
    rw [← ha]
    linear_combination -((((√(energy m p + m) : ℝ) : ℂ) * ((√(energy m p + m) : ℝ) : ℂ))⁻¹ *
      (sigmaDot p *ᵥ χ) i * (star χ ᵥ* sigmaDot p) j) * hb
```

`vecMulVec a b` is the matrix with entries $a_ib_j$. It does not conjugate, so the conjugation sits in `bar` and `star`. The facts `hl` and `hr` give the components of $\bar u$, `ha` squares the normalisation factor to $E+m$, and the four final cases are the four blocks.

## Sums over spin

```lean
/-- Spin sum in any spin basis: if `m > 0` or `p ≠ 0`, and two two-spinors satisfy
`∑ χχ† = 1`, then `∑ u ū = pslash + m`. -/
theorem spin_sum_of_complete {m : ℝ} {p : Fin 3 → ℝ} (h : 0 < m ∨ p ≠ 0)
    (χ : Fin 2 → Fin 2 → ℂ) (hχ : ∑ s, vecMulVec (χ s) (star (χ s)) = 1) :
    ∑ s, vecMulVec (spinorU m p (χ s)) (bar (spinorU m p (χ s))) =
      pslash m p + (m : ℂ) • 1 := by
  have hk : (energy m p : ℂ) + m ≠ 0 := by exact_mod_cast (energy_add_mass_pos h).ne'
  have hb := mul_inv_cancel₀ hk
  rw [Fin.sum_univ_two] at hχ ⊢
  rw [spinor_outer h, spinor_outer h, fromBlocks_add, pslash_eq_blocks, ← fromBlocks_one,
    fromBlocks_smul, fromBlocks_add, fromBlocks_inj]
  refine ⟨?_, ?_, ?_, ?_⟩
  · rw [← smul_add, hχ, add_smul]
  · rw [← neg_add, ← add_mul, hχ, one_mul, smul_zero, add_zero]
  · rw [← mul_add, hχ, mul_one, smul_zero, add_zero]
  · -- the mass shell relation turns `(σ·p)²/(E+m)` into `E - m`
    have hc : ((energy m p : ℂ) + m)⁻¹ * ((energy m p : ℂ) ^ 2 - (m : ℂ) ^ 2) =
        (energy m p : ℂ) - m := by
      linear_combination ((energy m p : ℂ) - m) * hb
    rw [← neg_add, ← smul_add, ← add_mul, ← mul_add, hχ, mul_one, sigmaDot_sq m p,
      smul_smul, hc]
    module
```

The hypothesis `hχ` is the completeness relation $\sum_s\chi_s\chi_s^\dagger=1$. The proof compares blocks: in three of them `hχ` suffices, and in the lower right one `hc` states $(E^2-m^2)/(E+m)=E-m$.

```lean
/-- The spin sum: if `m > 0` or `p ≠ 0`, the outer products `u_s ū_s` for the standard basis
`e_0, e_1` of spin space add up to `pslash + m`. -/
theorem spin_sum {m : ℝ} {p : Fin 3 → ℝ} (h : 0 < m ∨ p ≠ 0) :
    ∑ s : Fin 2, vecMulVec (spinorU m p (Pi.single s 1)) (bar (spinorU m p (Pi.single s 1))) =
      pslash m p + (m : ℂ) • 1 := by
  refine spin_sum_of_complete h (fun s => Pi.single s 1) ?_
  ext i j
  fin_cases i <;> fin_cases j <;> simp [vecMulVec_apply, Fin.sum_univ_two]
```

`Pi.single s 1` is $e_s$ with $s=0,1$. The proof checks completeness entry by entry.

Multiplied on the right by $\gamma^0/2E$, this sum is the projector onto the positive-energy states of a free particle with momentum $\mathbf p$, which serves in some no-pair methods of relativistic electronic structure, although electrons bound in a molecule are not in such free states.

```lean
/-- The antiparticle spin sum: if `m > 0` or `p ≠ 0`, the outer products `v_s v̄_s` for the
standard basis of spin space add up to `pslash - m`. -/
theorem antiparticle_spin_sum {m : ℝ} {p : Fin 3 → ℝ} (h : 0 < m ∨ p ≠ 0) :
    ∑ s : Fin 2, vecMulVec (spinorV m p (Pi.single s 1)) (bar (spinorV m p (Pi.single s 1))) =
      pslash m p - (m : ℂ) • 1 := by
  -- `v` is `u` with upper and lower components exchanged
  have hsw : ∀ χ i, spinorV m p χ i = spinorU m p χ i.swap := by
    rintro χ (i | i) <;> rfl
  have hv : ∀ χ i j, vecMulVec (spinorV m p χ) (bar (spinorV m p χ)) i j =
      -vecMulVec (spinorU m p χ) (bar (spinorU m p χ)) i.swap j.swap := by
    rintro χ i (j | j) <;>
      simp only [vecMulVec_apply, bar_inl, bar_inr, hsw, Sum.swap_inl, Sum.swap_inr] <;> ring
  ext i j
  rw [Matrix.sum_apply]
  simp only [hv, Finset.sum_neg_distrib]
  rw [← Matrix.sum_apply, spin_sum h, pslash_eq_blocks, ← fromBlocks_one]
  rcases i with i | i <;> rcases j with j | j <;> simp [-fromBlocks_one] <;> ring
```

`hsw` says that $v$ is $u$ with its halves exchanged, and `hv` is $v\bar v=-X\,u\bar u\,X$ in components.

```lean
/-- Spin-summed bilinears are traces: if `m > 0` or `p ≠ 0`, then
`∑ ū_s Γ u_s = tr (Γ (pslash + m))` for every 4 by 4 matrix `Γ`. -/
theorem spin_sum_trace {m : ℝ} {p : Fin 3 → ℝ} (h : 0 < m ∨ p ≠ 0)
    (Γ : Matrix (Fin 2 ⊕ Fin 2) (Fin 2 ⊕ Fin 2) ℂ) :
    ∑ s : Fin 2, bar (spinorU m p (Pi.single s 1)) ⬝ᵥ (Γ *ᵥ spinorU m p (Pi.single s 1)) =
      trace (Γ * (pslash m p + (m : ℂ) • 1)) := by
  rw [← spin_sum h, Finset.mul_sum, trace_sum]
  refine Finset.sum_congr rfl fun s _ => ?_
  rw [mul_vecMulVec, dotProduct_comm]
  rfl

end

end DiracSpinSum
```

The proof replaces $\not p+m$ by the spin sum and takes the trace term by term. The matrix `Γ` is arbitrary, so it may be a product of gamma matrices from an amplitude.

```lean
#print axioms DiracSpinSum.dirac_equation
#print axioms DiracSpinSum.spin_sum_of_complete
#print axioms DiracSpinSum.antiparticle_spin_sum
#print axioms DiracSpinSum.spin_sum_trace
```

```
'DiracSpinSum.dirac_equation' depends on axioms: [propext, Classical.choice, Quot.sound]
'DiracSpinSum.spin_sum_of_complete' depends on axioms: [propext, Classical.choice, Quot.sound]
'DiracSpinSum.antiparticle_spin_sum' depends on axioms: [propext, Classical.choice, Quot.sound]
'DiracSpinSum.spin_sum_trace' depends on axioms: [propext, Classical.choice, Quot.sound]
```
